# Hessian sum rules for a translation- and rotation-invariant potential, and the rigid-motion null vectors of the mass-weighted Hessian

Q: After optimising a geometry I diagonalise the mass-weighted Hessian $F$, set aside the modes of overall translation and rotation, and read the remaining eigenvalues as squared harmonic frequencies. That presumes the rigid motions are null vectors of $F$. I doubt that a Lean statement can express a molecule moving as a whole.

A: They are null vectors for a potential invariant under rigid motions and twice continuously differentiable at the geometry, the rotations provided the gradient vanishes. Label finitely many nuclei by $i \in \iota$ and the axes by $a \in \{0,1,2\}$. A configuration $x$ has coordinates $x_p$ with $p=(i,a)$, and `pos x i` is the vector $x_i$.

```lean
import Mathlib

open Matrix

namespace RigidMotionNullModes

noncomputable section

/-- Cartesian coordinates (or displacements) of a set of nuclei labelled by `ι`. -/
abbrev Config (ι : Type) := ι × Fin 3 → ℝ

variable {ι : Type}

/-- The three-vector belonging to nucleus `i`. -/
def pos (x : Config ι) (i : ι) : Fin 3 → ℝ := fun a => x (i, a)
```

For $t, n \in \mathbb{R}^3$, `transMode t` is the displacement $(t)_i$ that moves every nucleus by $t$, `rotMode n x` is $(n\times x_i)_i$, and `act R x` is $(Rx_i)_i$ for a $3\times 3$ matrix $R$. `RigidInvariant V` says that the potential $V$ is unchanged by every common shift and every $R$ with $R^{T}R=1$, $\det R=1$.

```lean
/-- Uniform translation: every nucleus is displaced by `t`. -/
def transMode (t : Fin 3 → ℝ) : Config ι := fun p => t p.2

/-- The field `(n × x_i)_i`, the infinitesimal rotation of `x` about `n`. -/
def rotMode (n : Fin 3 → ℝ) (x : Config ι) : Config ι := fun p => (n ⨯₃ pos x p.1) p.2

/-- The matrix `R` applied to the position of every nucleus. -/
def act (R : Matrix (Fin 3) (Fin 3) ℝ) (x : Config ι) : Config ι :=
  fun p => (R *ᵥ pos x p.1) p.2

/-- The potential is unchanged by common translations and common proper rotations. -/
structure RigidInvariant (V : Config ι → ℝ) : Prop where
  trans : ∀ t x, V (x + transMode t) = V x
  rot : ∀ R : Matrix (Fin 3) (Fin 3) ℝ, Rᵀ * R = 1 → R.det = 1 → ∀ x, V (act R x) = V x
```

Invariance is assumed, not derived from an electronic Hamiltonian. It stands for the homogeneity and isotropy of space around an isolated molecule on a single Born–Oppenheimer surface, so external fields and a fixed periodic cell are excluded. Reflections are not required.

Q: Your rotations are about the origin, mine about the centre of mass. And you assume finite rotations where I use infinitesimal ones.

A: For a centre $c$, $n\times(x_i-c) = n\times x_i - n\times c$, so the two differ by a uniform translation. The infinitesimal form is derived. Let $K$ be the matrix of $v\mapsto n\times v$, so $K^T=-K$ and $K^3=-|n|^2K$, and put $R = 1+\varphi K+\psi K^2$ with real $\varphi,\psi$. With $\delta = \varphi^2+\psi^2|n|^2-2\psi$,
$$R^TR = 1+(2\psi-\varphi^2)K^2+\psi^2K^4 = 1-\delta K^2,\qquad \det R = 1+\delta\,|n|^2,$$
so $\delta=0$ makes $R$ a proper rotation. In `rodrigues_rotation` each `linear_combination` supplies the multiple of $\delta$ for one entry of $R^TR$ or for the determinant.

```lean
/-- The Rodrigues matrix `1 + φ K + ψ K²`, with `K` the cross-product matrix of `n`. -/
def rodrigues (n : Fin 3 → ℝ) (φ ψ : ℝ) : Matrix (Fin 3) (Fin 3) ℝ :=
  !![1 - ψ * (n 1 ^ 2 + n 2 ^ 2), -φ * n 2 + ψ * n 0 * n 1, φ * n 1 + ψ * n 0 * n 2;
     φ * n 2 + ψ * n 0 * n 1, 1 - ψ * (n 0 ^ 2 + n 2 ^ 2), -φ * n 0 + ψ * n 1 * n 2;
     -φ * n 1 + ψ * n 0 * n 2, φ * n 0 + ψ * n 1 * n 2, 1 - ψ * (n 0 ^ 2 + n 1 ^ 2)]

/-- If `φ² + ψ²|n|² = 2ψ` the Rodrigues matrix is a proper rotation, acting as
`v ↦ v + φ n × v + ψ n × (n × v)`. -/
theorem rodrigues_rotation (n : Fin 3 → ℝ) (φ ψ : ℝ) (h : φ ^ 2 + ψ ^ 2 * (n ⬝ᵥ n) = 2 * ψ) :
    (rodrigues n φ ψ)ᵀ * rodrigues n φ ψ = 1 ∧ (rodrigues n φ ψ).det = 1 ∧
      ∀ v, rodrigues n φ ψ *ᵥ v = v + φ • (n ⨯₃ v) + ψ • (n ⨯₃ (n ⨯₃ v)) := by
  simp only [dotProduct, Fin.sum_univ_three] at h
  refine ⟨?_, ?_, fun v => ?_⟩
  · ext i j
    fin_cases i <;> fin_cases j <;> simp [rodrigues, Matrix.mul_apply, Fin.sum_univ_three] <;>
      first
        | linear_combination (n 1 ^ 2 + n 2 ^ 2) * h
        | linear_combination (n 0 ^ 2 + n 2 ^ 2) * h
        | linear_combination (n 0 ^ 2 + n 1 ^ 2) * h
        | linear_combination (-(n 0 * n 1)) * h
        | linear_combination (-(n 0 * n 2)) * h
        | linear_combination (-(n 1 * n 2)) * h
  · simp [rodrigues, Matrix.det_fin_three]
    linear_combination (n 0 ^ 2 + n 1 ^ 2 + n 2 ^ 2) * h
  · ext a
    fin_cases a <;>
      simp [rodrigues, cross_apply, Matrix.mulVec, dotProduct, Fin.sum_univ_three,
        Matrix.vecHead, Matrix.vecTail] <;> ring
```

Write $DV(y)$ for the derivative of $V$ at a configuration $y$. If $V$ is constant along a curve $\gamma(s)$ with $\gamma(0)=y$, the chain rule gives $DV(y)\,\gamma'(0)=0$, which is `deriv_along_level_curve`.

```lean
variable [Fintype ι]

/-- If `V` is constant along a curve through `y`, its derivative at `y` vanishes on the
tangent of the curve. -/
theorem deriv_along_level_curve {V : Config ι → ℝ} {L : Config ι →L[ℝ] ℝ} {y v : Config ι}
    (hL : HasFDerivAt V L y) {γ : ℝ → Config ι} (hγ : HasDerivAt γ v 0) (h0 : γ 0 = y)
    (hc : ∀ s, V (γ s) = V y) : L v = 0 := by
  subst h0
  have h1 : HasDerivAt (V ∘ γ) (L v) 0 := hL.comp_hasDerivAt 0 hγ
  have h2 : V ∘ γ = fun _ => V (γ 0) := funext hc
  rw [h2] at h1
  exact h1.unique (hasDerivAt_const _ _)
```

The curve $y+s\,(t)_i$ gives $DV(y)\,(t)_i=0$: no net force. For rotations take
$$\varphi=\frac{2s}{1+s^2|n|^2},\qquad \psi=\frac{2s^2}{1+s^2|n|^2},\qquad \varphi^2+\psi^2|n|^2=\frac{4s^2}{1+s^2|n|^2}=2\psi .$$
The curve is $y_i+\varphi\, n\times y_i+\psi\, n\times(n\times y_i)$. Since $\varphi'(0)=2$ and $\psi'(0)=0$ (`hφ`, `hψ`), its tangent is $2(n\times y_i)_i$, and $DV(y)\,(n\times y_i)_i=0$: no net torque. Here and in the sum rules Lean uses one vector `n` for both motions.

```lean
/-- The derivative of an invariant potential at `y` vanishes on every uniform translation
and on every infinitesimal rotation of `y`. -/
theorem first_order_invariance {V : Config ι → ℝ} (hV : RigidInvariant V)
    {L : Config ι →L[ℝ] ℝ} {y : Config ι} (hL : HasFDerivAt V L y) (n : Fin 3 → ℝ) :
    L (transMode n) = 0 ∧ L (rotMode n y) = 0 := by
  have hid := hasDerivAt_id' (0 : ℝ)
  constructor
  · have h := deriv_along_level_curve hL
      ((hid.smul_const (transMode n : Config ι)).const_add y) (by simp)
      (fun s => hV.trans (s • n) y)
    simpa using h
  · -- a rational curve of rotations about `n` through the identity
    have hq : 0 ≤ n ⬝ᵥ n := Finset.sum_nonneg fun i _ => mul_self_nonneg _
    have hd : HasDerivAt (fun s : ℝ => 1 + s * s * (n ⬝ᵥ n)) 0 0 :=
      (((hid.fun_mul hid).mul_const (n ⬝ᵥ n)).const_add 1).congr_deriv (by simp)
    have hφ : HasDerivAt (fun s : ℝ => 2 * s / (1 + s * s * (n ⬝ᵥ n))) 2 0 :=
      ((hid.const_mul 2).fun_div hd (by simp)).congr_deriv (by simp)
    have hψ : HasDerivAt (fun s : ℝ => 2 * (s * s) / (1 + s * s * (n ⬝ᵥ n))) 0 0 :=
      (((hid.fun_mul hid).const_mul 2).fun_div hd (by simp)).congr_deriv (by simp)
    have h := deriv_along_level_curve hL
      (((hφ.smul_const (rotMode n y)).const_add y).fun_add
        (hψ.smul_const (rotMode n (rotMode n y)))) (by simp) (fun s => by
      have hpos : 0 < 1 + s * s * (n ⬝ᵥ n) := by
        have := mul_nonneg (mul_self_nonneg s) hq
        linarith
      obtain ⟨h1, h2, h3⟩ := rodrigues_rotation n (2 * s / (1 + s * s * (n ⬝ᵥ n)))
        (2 * (s * s) / (1 + s * s * (n ⬝ᵥ n))) (by
          rw [div_pow, div_pow, div_mul_eq_mul_div, ← add_div, ← mul_div_assoc,
            div_eq_div_iff (pow_ne_zero 2 hpos.ne') hpos.ne']
          ring)
      exact (congrArg V (funext fun p => congrFun (h3 (pos y p.1)) p.2)).symm.trans
        (hV.rot _ h1 h2 y))
    simpa using h
```

Q: A Fréchet derivative is not what my program prints. It prints arrays of partial derivatives.

A: They are the same numbers. With $e_p$ the Cartesian unit vector `Pi.single p 1`, `grad V x` has components $g_p = DV(x)\,e_p=\partial V/\partial x_p$, and `hess V x` has entries $H_{pq}=\partial_p(\partial_q V)$, the first index being the outer derivative. The symmetry of $H$ is never invoked. The lemma `apply_eq_dot` expands a linear functional $L$ as $Lv=\sum_q (Le_q)\,v_q$.

```lean
variable [DecidableEq ι]

/-- Cartesian gradient `g_p = ∂V/∂x_p`. -/
def grad (V : Config ι → ℝ) (x : Config ι) : Config ι := fun p => fderiv ℝ V x (Pi.single p 1)

/-- Cartesian Hessian `H_pq = ∂²V/∂x_p∂x_q`. -/
def hess (V : Config ι → ℝ) (x : Config ι) : Matrix (ι × Fin 3) (ι × Fin 3) ℝ :=
  Matrix.of fun p q => fderiv ℝ (fderiv ℝ V) x (Pi.single p 1) (Pi.single q 1)

/-- A linear functional of displacements is the dot product with its Cartesian components. -/
theorem apply_eq_dot (L : Config ι →L[ℝ] ℝ) (v : Config ι) :
    L v = (fun q => L (Pi.single q 1)) ⬝ᵥ v := by
  have hv : v = ∑ q, v q • (Pi.single q 1 : Config ι) := by
    ext p
    simp [Finset.sum_apply, Pi.single_apply]
  calc L v = L (∑ q, v q • (Pi.single q 1 : Config ι)) := congrArg L hv
    _ = _ := by simp [map_sum, dotProduct, mul_comm]
```

Both first-order identities hold wherever $DV$ exists, so at a configuration $x$ where $V$ is $C^2$ they can be differentiated. Suppose that for displacements $\alpha,\beta$ (Lean's `a`, `b`) we have $DV(x+se_p)(\alpha+s\beta)=0$ along the line. The product rule at $s=0$ gives
$$\sum_q H_{pq}\alpha_q+g\cdot\beta=0 .$$
In `hess_row_of_line`, `h1` is the product rule, `h3` the vanishing, and `e1`, `e2` convert to components.

```lean
/-- If `V` is `C²` at `x` and along the line `x + s e_p` the derivative of `V`, wherever it exists,
vanishes on `a + s b`, then `(H a)_p = -g · b`. -/
theorem hess_row_of_line {V : Config ι → ℝ} {x a b : Config ι} (hC : ContDiffAt ℝ 2 V x)
    (p : ι × Fin 3) (h : ∀ (s : ℝ) (L : Config ι →L[ℝ] ℝ),
      HasFDerivAt V L (x + s • (Pi.single p 1 : Config ι)) → L (a + s • b) = 0) :
    (hess V x *ᵥ a) p = -(grad V x ⬝ᵥ b) := by
  have hid := hasDerivAt_id' (0 : ℝ)
  obtain ⟨e, he⟩ : ∃ e : Config ι, e = Pi.single p 1 := ⟨_, rfl⟩
  rw [← he] at h
  have hC1 : ContDiffAt ℝ 1 (fderiv ℝ V) x := hC.fderiv_right (le_of_eq one_add_one_eq_two)
  have hD0 : DifferentiableAt ℝ (fderiv ℝ V) x := hC1.differentiableAt (by simp)
  have hD : HasFDerivAt (fderiv ℝ V) (fderiv ℝ (fderiv ℝ V) x) (x + (0 : ℝ) • e) := by
    rw [zero_smul, add_zero]
    exact hD0.hasFDerivAt
  have hγ : HasDerivAt (fun s : ℝ => x + s • e) e 0 :=
    ((hid.smul_const e).const_add x).congr_deriv (one_smul ℝ e)
  have hu : HasDerivAt (fun s : ℝ => a + s • b) b 0 :=
    ((hid.smul_const b).const_add a).congr_deriv (one_smul ℝ b)
  have hc : HasDerivAt (fun s : ℝ => fderiv ℝ V (x + s • e)) (fderiv ℝ (fderiv ℝ V) x e) 0 :=
    HasFDerivAt.comp_hasDerivAt (f := fun s : ℝ => x + s • e) 0 hD hγ
  -- product rule for `s ↦ DV(x + s e_p)(a + s b)`, which vanishes identically
  have h1 : HasDerivAt (fun s : ℝ => fderiv ℝ V (x + s • e) (a + s • b))
      (fderiv ℝ (fderiv ℝ V) x e a + fderiv ℝ V x b) 0 :=
    (hc.clm_apply hu).congr_deriv (by simp only [zero_smul, add_zero])
  have h3 : ∀ s : ℝ, fderiv ℝ V (x + s • e) (a + s • b) = 0 := by
    intro s
    by_cases hs : DifferentiableAt ℝ V (x + s • e)
    · exact h s _ hs.hasFDerivAt
    · simp [fderiv_zero_of_not_differentiableAt hs]
  have h2 : (fun s : ℝ => fderiv ℝ V (x + s • e) (a + s • b)) = fun _ => (0 : ℝ) := funext h3
  rw [h2] at h1
  have h4 : fderiv ℝ (fderiv ℝ V) x e a + fderiv ℝ V x b = 0 :=
    h1.unique (hasDerivAt_const (0 : ℝ) (0 : ℝ))
  have e1 : (hess V x *ᵥ a) p = fderiv ℝ (fderiv ℝ V) x e a := by
    rw [apply_eq_dot (fderiv ℝ (fderiv ℝ V) x e) a, he]
    simp only [hess, Matrix.mulVec, dotProduct, Matrix.of_apply]
  have e2 : grad V x ⬝ᵥ b = fderiv ℝ V x b := by
    rw [apply_eq_dot (fderiv ℝ V x) b]
    simp only [grad, dotProduct]
  rw [e1, e2]
  linarith
```

Q: A Coulomb repulsion is not $C^2$ everywhere, and your line may run through a point where two nuclei coincide.

A: The smoothness hypothesis is `ContDiffAt ℝ 2 V x`, which concerns only a neighbourhood of $x$. $V$ must still have a real value at every configuration, for instance a constant on the coincidence set, which keeps the invariance. Where $V$ has no derivative `fderiv` returns zero, which lets `h3` cover all $s$; only small $s$ enter the derivative at $0$. A geometry at which $V$ itself is not $C^2$, such as a conical intersection, is not covered.

For translations $\alpha=(t)_i$ and $\beta=0$, so $H(t)_i=0$. For rotations let $\mathcal{K}$ apply $K$ to every nucleus. Linearity (`lin`) gives $\mathcal{K}(x+se_p)=\mathcal{K}x+s\,\mathcal{K}e_p$, so $\alpha=\mathcal{K}x$ and $\beta=\mathcal{K}e_p$. Antisymmetry (`anti`) then gives
$$(H\mathcal{K}x)_p=-g\cdot\mathcal{K}e_p=(\mathcal{K}g)\cdot e_p,\qquad\text{that is}\qquad H\,(n\times x_i)_i=(n\times g_i)_i ,$$
where $g_i$ is the gradient vector of nucleus $i$. The theorem `hessian_sum_rules` states both rules for every $n$, at any such $x$, stationary or not.

```lean
/-- For an invariant potential that is `C²` at `x`, the Hessian annihilates uniform
translations and `H (n × x_i)_i = (n × g_i)_i`. -/
theorem hessian_sum_rules {V : Config ι → ℝ} (hV : RigidInvariant V) {x : Config ι}
    (hC : ContDiffAt ℝ 2 V x) (n : Fin 3 → ℝ) :
    hess V x *ᵥ transMode n = 0 ∧ hess V x *ᵥ rotMode n x = rotMode n (grad V x) := by
  constructor
  · funext p
    rw [hess_row_of_line (b := 0) hC p fun s L hL => by
      simpa using (first_order_invariance hV hL n).1]
    simp
  · funext p
    have lin : ∀ (s : ℝ) (u : Config ι),
        rotMode n x + s • rotMode n u = rotMode n (x + s • u) := by
      intro s u
      funext r
      have : pos (x + s • u) r.1 = pos x r.1 + s • pos u r.1 := rfl
      simp [rotMode, this]
    -- the map `v ↦ n × v` is antisymmetric
    have anti : ∀ u v : Config ι, u ⬝ᵥ rotMode n v = -(rotMode n u ⬝ᵥ v) := by
      intro u v
      simp only [dotProduct, Fintype.sum_prod_type]
      rw [← Finset.sum_neg_distrib]
      refine Finset.sum_congr rfl fun i _ => ?_
      simp [rotMode, pos, cross_apply, Fin.sum_univ_three]
      ring
    rw [hess_row_of_line (b := rotMode n (Pi.single p 1)) hC p fun s L hL => by
      rw [lin]; exact (first_order_invariance hV hL n).2, anti]
    simp
```

Q: No masses have appeared, and frequencies come from $F$.

A: Let $m_i>0$ be the nuclear masses and $M$ the diagonal matrix with $m_i$ on the three coordinates of nucleus $i$. Then `mwHess m V x` is $F=M^{-1/2}HM^{-1/2}$, which acts on mass-weighted displacements $M^{1/2}v$.

```lean
/-- The diagonal matrix `M^(1/2)` for nuclear masses `m`. -/
def sqrtMass (m : ι → ℝ) : Matrix (ι × Fin 3) (ι × Fin 3) ℝ := diagonal fun p => √(m p.1)

/-- The diagonal matrix `M^(-1/2)` for nuclear masses `m`. -/
def invSqrtMass (m : ι → ℝ) : Matrix (ι × Fin 3) (ι × Fin 3) ℝ :=
  diagonal fun p => (√(m p.1))⁻¹

/-- The mass-weighted Hessian `M^(-1/2) H M^(-1/2)`. -/
def mwHess (m : ι → ℝ) (V : Config ι → ℝ) (x : Config ι) : Matrix (ι × Fin 3) (ι × Fin 3) ℝ :=
  invSqrtMass m * hess V x * invSqrtMass m
```

Positive masses give $M^{-1/2}M^{1/2}=1$, hence $FM^{1/2}v=M^{-1/2}Hv$.

```lean
/-- For positive masses, on a mass-weighted displacement `M^(1/2) v` the mass-weighted Hessian gives
`M^(-1/2) H v`. -/
theorem mwHess_mulVec {m : ι → ℝ} (hm : ∀ i, 0 < m i) (V : Config ι → ℝ) (x v : Config ι) :
    mwHess m V x *ᵥ (sqrtMass m *ᵥ v) = invSqrtMass m *ᵥ (hess V x *ᵥ v) := by
  have h : invSqrtMass m * sqrtMass m = 1 := by
    rw [invSqrtMass, sqrtMass, diagonal_mul_diagonal, ← diagonal_one]
    exact congrArg diagonal (funext fun p => inv_mul_cancel₀ (Real.sqrt_pos.mpr (hm p.1)).ne')
  rw [mwHess, mulVec_mulVec, Matrix.mul_assoc, h, Matrix.mul_one, mulVec_mulVec]
```

So $FM^{1/2}(t)_i=0$ for every $t$, and $FM^{1/2}(n\times x_i)_i=(n\times g_i/\sqrt{m_i})_i$, which vanishes when $g=0$. Conversely, suppose it vanishes for all $n$. Then $n\times g_i=0$; component 1 for $n=(0,0,1)$ is $g_{(i,0)}$, component 2 for $n=(1,0,0)$ is $g_{(i,1)}$, and component 0 for $n=(0,1,0)$ is $g_{(i,2)}$. These are the three `simpa` lines of `rigid_null_modes`.

```lean
/-- For an invariant potential that is `C²` at `x` and positive masses, mass-weighted translations
are annihilated by the mass-weighted Hessian at `x`, stationary or not; all mass-weighted rotations
are annihilated exactly when the gradient vanishes. -/
theorem rigid_null_modes {V : Config ι → ℝ} (hV : RigidInvariant V) {x : Config ι}
    (hC : ContDiffAt ℝ 2 V x) {m : ι → ℝ} (hm : ∀ i, 0 < m i) :
    (∀ t, mwHess m V x *ᵥ (sqrtMass m *ᵥ transMode t) = 0) ∧
      ((∀ n, mwHess m V x *ᵥ (sqrtMass m *ᵥ rotMode n x) = 0) ↔ grad V x = 0) := by
  refine ⟨fun t => ?_, fun h => ?_, fun h n => ?_⟩
  · rw [mwHess_mulVec hm, (hessian_sum_rules hV hC t).1, mulVec_zero]
  · have hr : ∀ n p, rotMode n (grad V x) p = 0 := by
      intro n p
      have h1 := congrFun (h n) p
      rw [mwHess_mulVec hm, (hessian_sum_rules hV hC n).2, invSqrtMass, mulVec_diagonal] at h1
      exact (mul_eq_zero.mp h1).resolve_left (inv_ne_zero (Real.sqrt_pos.mpr (hm p.1)).ne')
    -- rotations about the coordinate axes pick out the components of `g_i`
    funext ⟨i, a⟩
    fin_cases a
    · simpa [rotMode, pos, cross_apply] using hr ![0, 0, 1] (i, 1)
    · simpa [rotMode, pos, cross_apply] using hr ![1, 0, 0] (i, 2)
    · simpa [rotMode, pos, cross_apply] using hr ![0, 1, 0] (i, 0)
  · have h0 : rotMode n (0 : Config ι) = 0 := by
      funext p
      have : pos (0 : Config ι) p.1 = 0 := rfl
      simp [rotMode, this]
    rw [mwHess_mulVec hm, (hessian_sum_rules hV hC n).2, h, h0, mulVec_zero]
```

Q: Then the six zero frequencies are proved.

A: No number of modes is stated. The theorem says that these vectors are annihilated, not that they are independent or nonzero, nor that they exhaust the kernel of $F$. For a linear molecule lying on an axis through the origin, $n$ along that axis gives the zero vector. Stationary also does not mean minimal: saddle points qualify. For an isolated molecule in the harmonic treatment of an exactly invariant surface, the equivalence says that away from $g=0$ some rigid rotation fails to be a null vector of $F$.

Q: A constant $V$ satisfies every hypothesis. Show me a case with content, and numbers.

A: Take two atoms with $d=x_0-x_1$, $u=|d|^2-1$ and the toy potential $V=u^2$. It is not a realistic diatomic curve, since it stays finite when the nuclei coincide and does not level off at large separation. The theorem `diatomic_witness` shows that it is $C^2$ and invariant, with value $1$ at $x=0$ and $0$ at $x_0=(1,0,0)$, $x_1=0$.

```lean
/-- The two-atom potential `(|x₀ - x₁|² - 1)²`. -/
def diatomic (x : Config (Fin 2)) : ℝ := ((pos x 0 - pos x 1) ⬝ᵥ (pos x 0 - pos x 1) - 1) ^ 2

/-- The two-atom potential is `C²`, invariant under rigid motions, and not constant. -/
theorem diatomic_witness : ContDiff ℝ 2 diatomic ∧ RigidInvariant diatomic ∧
    diatomic 0 = 1 ∧ diatomic (Pi.single (0, 0) 1) = 0 := by
  refine ⟨?_, ⟨fun t x => ?_, fun R hR _ x => ?_⟩, ?_, ?_⟩
  · unfold diatomic
    simp only [dotProduct, Pi.sub_apply, pos, Fin.sum_univ_three]
    fun_prop
  · have : pos (x + transMode t) 0 - pos (x + transMode t) 1 = pos x 0 - pos x 1 := by
      ext a
      simp [pos, transMode]
    rw [diatomic, diatomic, this]
  · have : pos (act R x) 0 - pos (act R x) 1 = R *ᵥ (pos x 0 - pos x 1) :=
      (mulVec_sub R (pos x 0) (pos x 1)).symm
    rw [diatomic, diatomic, this, dotProduct_mulVec, vecMul_mulVec, hR, vecMul_one]
  · simp [diatomic, pos, dotProduct]
  · simp [diatomic, pos, dotProduct, Pi.single_apply]

end

end RigidMotionNullModes
```

```lean
#print axioms RigidMotionNullModes.rigid_null_modes
```

```
'RigidMotionNullModes.rigid_null_modes' depends on axioms: [propext, Classical.choice, Quot.sound]
```

The numbers that follow are my own arithmetic, not part of the checked theorems. Here $g_0=-g_1=4ud$, and $H$ has blocks $B=8dd^T+4u\,1$ on the diagonal and $-B$ off it. At $x_0=(2,0,0)$, $x_1=0$ we have $u=3$, $g_0=(24,0,0)$ and $B=\mathrm{diag}(44,12,12)$. For $n=(0,0,1)$ the rotation mode is $((0,2,0),(0,0,0))$, and $H$ sends it to $((0,24,0),(0,-24,0))$, which equals $(n\times g_0,\ n\times g_1)$.

With $m_0=1$, $m_1=4$, the block of $F$ on the two axis-1 coordinates is $\begin{pmatrix}12&-6\\-6&3\end{pmatrix}$. The normalised translation $(1,2)/\sqrt5$ has eigenvalue $0$. The normalised rotation about the origin, $(1,0)$, goes to $(12,-6)$, and the rotation about the centre of mass, $(2,-1)/\sqrt5$, has eigenvalue $15$. At $x_0=(1,0,0)$, $x_1=0$ we have $u=0$, $g=0$ and $B=\mathrm{diag}(8,0,0)$. That block vanishes, and the one nonzero eigenvalue of $F$ is the stretch, $8\,(1+\tfrac14)=10$.
